# In a finite Hermitian matrix, the local spectral variance at a site is the sum of the squared moduli of its couplings to other sites

An orthonormal eigenbasis can be taken from a particular diagonalisation routine or described by the equations it satisfies. Here it is described by its equations, so the results hold for every orthonormal choice of eigenvectors, including any orthonormal choice within a degenerate level. The sites form a finite type `n`, which also labels the levels; level \(k\) has no special link to site \(k\).

```lean
import Mathlib

open Matrix

namespace LocalSpectralMoments

noncomputable section

variable {n : Type*} [Fintype n] [DecidableEq n]
```

Let \(H\) be a complex matrix in an orthonormal site basis. The columns of \(U\) are its eigenvectors, with real energies \(E_k\):

\[
UU^\dagger=1,\qquad \sum_j H_{ij}U_{jk}=E_kU_{ik}.
\]

In the structure below, `unitary` and `eigen` are these two conditions, and `*ᵥ` applies a matrix to a vector.

```lean
/-- The columns of `U` form an orthonormal basis of eigenvectors of `H`, with real
energies `E k`. -/
structure IsEigenbasis (H U : Matrix n n ℂ) (E : n → ℝ) : Prop where
  unitary : U ∈ Matrix.unitaryGroup n ℂ
  eigen : ∀ k, H *ᵥ (fun i => U i k) = (E k : ℂ) • (fun i => U i k)
```

An electron on site \(i\) is found in eigenvector \(k\) with probability \(w_k=|U_{ik}|^2\).

```lean
/-- The local weight of eigenvector `k` on site `i`, the squared modulus of its amplitude. -/
def weight (U : Matrix n n ℂ) (i k : n) : ℝ := ‖U i k‖ ^ 2
```

The mean of the energies under these weights is \(\mu_i=\sum_k w_kE_k\).

```lean
/-- The mean energy seen from site `i`, each level counted with its local weight. -/
def localMean (U : Matrix n n ℂ) (E : n → ℝ) (i : n) : ℝ := ∑ k, weight U i k * E k
```

Their variance is \(\sigma_i^2=\sum_k w_k(E_k-\mu_i)^2\). Like the mean, it is defined without reference to \(H\).

```lean
/-- The weighted mean square deviation of the energies from the local mean at site `i`. -/
def localVariance (U : Matrix n n ℂ) (E : n → ℝ) (i : n) : ℝ :=
  ∑ k, weight U i k * (E k - localMean U E i) ^ 2
```

Every Hermitian matrix has such an eigenbasis. The spectral theorem in Mathlib supplies it, so the hypothesis `IsEigenbasis` excludes no Hermitian \(H\).

```lean
variable {H U : Matrix n n ℂ} {E : n → ℝ}

/-- Every Hermitian matrix has an orthonormal eigenbasis with real energies. -/
theorem isEigenbasis_of_isHermitian (hH : H.IsHermitian) :
    IsEigenbasis H (hH.eigenvectorUnitary : Matrix n n ℂ) hH.eigenvalues where
  unitary := hH.eigenvectorUnitary.2
  eigen k := by
    funext i
    refine (congrFun (hH.mulVec_eigenvectorBasis k) i).trans ?_
    exact Complex.real_smul
```

## From energies to closed walks

With \(D=\mathrm{diag}(E_k)\), the eigenvalue equations combine into \(HU=UD\). If \(H^pU=UD^p\), then

\[
H^{p+1}U=H^pUD=UD^{p+1},
\]

and the case \(p=0\) is immediate. Multiplying on the right by \(U^\dagger\) gives \(H^p=UD^pU^\dagger\). The code follows the same induction, with `h1` as the matrix equation and `hp` as its powers.

```lean
/-- In an orthonormal eigenbasis, each power of `H` is the same power of the energies,
transformed back to the site basis. -/
theorem pow_eq (h : IsEigenbasis H U E) (p : ℕ) :
    H ^ p = U * diagonal (fun k => (E k : ℂ) ^ p) * Uᴴ := by
  -- the eigenvalue equations, collected into one matrix equation
  have h1 : H * U = U * diagonal (fun k => (E k : ℂ)) := by
    ext i k
    rw [Matrix.mul_diagonal]
    calc (H * U) i k = (H *ᵥ fun j => U j k) i := rfl
      _ = (E k : ℂ) * U i k := congrFun (h.eigen k) i
      _ = U i k * (E k : ℂ) := mul_comm _ _
  have hp : H ^ p * U = U * diagonal (fun k => (E k : ℂ) ^ p) := by
    induction p with
    | zero => simp
    | succ p ih =>
      rw [pow_succ, mul_assoc, h1, ← mul_assoc, ih, mul_assoc, Matrix.diagonal_mul_diagonal]
      simp only [pow_succ]
  have hU : U * Uᴴ = 1 := Matrix.mem_unitaryGroup_iff.mp h.unitary
  rw [← hp, mul_assoc, hU, mul_one]
```

For \(p=1\), real energies give \(D^\dagger=D\), hence \(H^\dagger=(UDU^\dagger)^\dagger=H\). Hermiticity therefore need not be assumed separately.

```lean
/-- A matrix with an orthonormal eigenbasis and real energies is Hermitian. -/
theorem isHermitian (h : IsEigenbasis H U E) : H.IsHermitian := by
  have h1 := pow_eq h 1
  rw [pow_one] at h1
  have hD : (diagonal (fun k => (E k : ℂ) ^ 1)).IsHermitian := by
    rw [Matrix.IsHermitian, Matrix.diagonal_conjTranspose]
    congr 1
    funext k
    simp
  rw [h1]
  exact Matrix.isHermitian_mul_mul_conjTranspose U hD
```

The diagonal element of the power formula is

\[
(H^p)_{ii}=\sum_k U_{ik}E_k^p\,\overline{U_{ik}}=\sum_k w_kE_k^p.
\]

Written out as a matrix product, the left side sums the amplitudes of all closed walks of \(p\) steps from \(i\), where staying on a site with amplitude \(H_{jj}\) counts as a step. In Lean the real moment is cast to a complex number before the comparison.

```lean
/-- For an orthonormal eigenbasis of `H` with real energies, the `p`-th moment of the energies,
weighted locally at site `i`, is the diagonal element of `H ^ p` at that site. -/
theorem local_moment (h : IsEigenbasis H U E) (i : n) (p : ℕ) :
    ((∑ k, weight U i k * E k ^ p : ℝ) : ℂ) = (H ^ p) i i := by
  rw [pow_eq h p, Matrix.mul_apply]
  push_cast
  refine Finset.sum_congr rfl fun k _ => ?_
  have hw : ((weight U i k : ℝ) : ℂ) = U i k * star (U i k) := by
    rw [weight, ← Complex.normSq_eq_norm_sq]
    exact (Complex.mul_conj _).symm
  rw [Matrix.mul_diagonal, Matrix.conjTranspose_apply, hw]
  ring
```

For two steps, Hermiticity makes the return amplitude the conjugate of the outward one:

\[
\sum_k w_kE_k^2=\sum_j H_{ij}H_{ji}=\sum_j |H_{ij}|^2.
\]

```lean
/-- For an orthonormal eigenbasis of `H` with real energies, the second local moment at site `i` is
the sum of the squared moduli of all matrix elements in row `i`. -/
theorem second_moment (h : IsEigenbasis H U E) (i : n) :
    ∑ k, weight U i k * E k ^ 2 = ∑ j, ‖H i j‖ ^ 2 := by
  apply Complex.ofReal_injective
  rw [local_moment h i 2, pow_two, Matrix.mul_apply, Complex.ofReal_sum]
  refine Finset.sum_congr rfl fun j _ => ?_
  -- the step back from j to i carries the conjugate amplitude
  rw [← (isHermitian h).apply j i, ← Complex.normSq_eq_norm_sq]
  exact Complex.mul_conj _
```

## Mean and variance

The moments for \(p=0\) and \(p=1\) give \(\sum_k w_k=1\) and \(\mu_i=H_{ii}\). Expanding the square then yields

\[
\sigma_i^2=\sum_k w_kE_k^2-2\mu_i\sum_k w_kE_k+\mu_i^2\sum_k w_k
=\sum_j|H_{ij}|^2-\mu_i^2=\sum_{j\ne i}|H_{ij}|^2,
\]

since \(\mu_i^2=|H_{ii}|^2\). In the proof, `hv` is the expansion and `hs` separates the term \(j=i\); `Finset.univ.erase i` is the set of all other sites. For a single site this set is empty and the variance is zero.

In a finite, non-interacting tight-binding model, this gives the energy spread of the local density of states without diagonalising \(H\).

```lean
/-- For an orthonormal eigenbasis of `H` with real energies, the local weights at site `i`
sum to one, their mean energy is `H i i`, and their variance is the sum of the squared
moduli of the couplings of `i` to all other sites. -/
theorem local_weights_mean_variance (h : IsEigenbasis H U E) (i : n) :
    ∑ k, weight U i k = 1 ∧ (localMean U E i : ℂ) = H i i ∧
      localVariance U E i = ∑ j ∈ Finset.univ.erase i, ‖H i j‖ ^ 2 := by
  have h0 : ∑ k, weight U i k = 1 := by
    apply Complex.ofReal_injective
    simpa using local_moment h i 0
  have h1 : (localMean U E i : ℂ) = H i i := by
    simpa [localMean] using local_moment h i 1
  refine ⟨h0, h1, ?_⟩
  -- expand the square inside the weighted sum
  have hv : localVariance U E i
      = ∑ k, weight U i k * E k ^ 2 - 2 * localMean U E i * ∑ k, weight U i k * E k
        + localMean U E i ^ 2 * ∑ k, weight U i k := by
    rw [localVariance, Finset.mul_sum, Finset.mul_sum, ← Finset.sum_sub_distrib,
      ← Finset.sum_add_distrib]
    exact Finset.sum_congr rfl fun k _ => by ring
  have hm : ∑ k, weight U i k * E k = localMean U E i := rfl
  have hd : ‖H i i‖ ^ 2 = localMean U E i ^ 2 := by
    rw [← h1, Complex.norm_real, Real.norm_eq_abs, sq_abs]
  have hs : ‖H i i‖ ^ 2 + ∑ j ∈ Finset.univ.erase i, ‖H i j‖ ^ 2 = ∑ j, ‖H i j‖ ^ 2 :=
    Finset.add_sum_erase Finset.univ (fun j => ‖H i j‖ ^ 2) (Finset.mem_univ i)
  rw [hv, hm, h0, second_moment h i]
  linarith
```

A sum of non-negative terms vanishes only if every term does. Hence \(\sigma_i^2=0\) exactly when \(H_{ij}=0\) for all \(j\ne i\).

```lean
/-- For an orthonormal eigenbasis of `H` with real energies, the local variance at site `i` vanishes
exactly when `H` couples `i` to no other site. -/
theorem localVariance_eq_zero_iff (h : IsEigenbasis H U E) (i : n) :
    localVariance U E i = 0 ↔ ∀ j, j ≠ i → H i j = 0 := by
  rw [(local_weights_mean_variance h i).2.2,
    Finset.sum_eq_zero_iff_of_nonneg (fun j _ => sq_nonneg _)]
  simp
```

Some level with \(w_k>0\) also lies within one standard deviation of \(H_{ii}\). Suppose instead that \((E_k-\mu_i)^2>\sigma_i^2\) whenever \(w_k>0\). Every term of

\[
\sum_k w_k\bigl[(E_k-\mu_i)^2-\sigma_i^2\bigr]=\sigma_i^2-\sigma_i^2=0
\]

is then non-negative, so every term is zero. This forces all weights to vanish, although they sum to one.

```lean
/-- In an orthonormal eigenbasis of `H` with real energies, some level with non-zero weight on site
`i` has a squared distance from the site energy `H i i` of at most the sum of the squared moduli of
the couplings of `i`. -/
theorem exists_level_near_site_energy (h : IsEigenbasis H U E) (i : n) :
    ∃ k, 0 < weight U i k ∧
      (E k - (H i i).re) ^ 2 ≤ ∑ j ∈ Finset.univ.erase i, ‖H i j‖ ^ 2 := by
  obtain ⟨h0, h1, h2⟩ := local_weights_mean_variance h i
  rw [← h2, ← h1, Complex.ofReal_re]
  by_contra! hc
  have hw : ∀ k, 0 ≤ weight U i k := fun k => sq_nonneg _
  -- the excess over the variance averages to zero, yet no term is negative
  have hsum : ∑ k, weight U i k * ((E k - localMean U E i) ^ 2 - localVariance U E i) = 0 := by
    simp only [mul_sub, Finset.sum_sub_distrib]
    rw [← Finset.sum_mul, h0, one_mul]
    exact sub_self _
  have hnn : ∀ k ∈ Finset.univ,
      0 ≤ weight U i k * ((E k - localMean U E i) ^ 2 - localVariance U E i) := by
    intro k _
    rcases (hw k).eq_or_lt with hk | hk
    · rw [← hk, zero_mul]
    · exact mul_nonneg hk.le (sub_nonneg.mpr (hc k hk).le)
  have hz := (Finset.sum_eq_zero_iff_of_nonneg hnn).mp hsum
  have hall : ∀ k, weight U i k = 0 := by
    intro k
    rcases (hw k).eq_or_lt with hk | hk
    · exact hk.symm
    · exact absurd (hz k (Finset.mem_univ k)) (mul_pos hk (sub_pos.mpr (hc k hk))).ne'
  simp [hall] at h0
```

## Hückel graphs and the two-site molecule

Let \(H=\alpha 1+\beta A\), where \(A\) is the adjacency matrix of a graph, \(\alpha\) the common site energy and \(\beta\) the common coupling along bonds. Each neighbour of \(i\) contributes \(\beta^2\) and every other site contributes zero, so \(\sigma_i^2=\beta^2\deg(i)\). Overlap between orbitals on different sites is neglected.

```lean
/-- For a Hückel Hamiltonian with equal site energies `α` and equal couplings `β` along the bonds of
a graph, the local variance in any orthonormal eigenbasis with real energies is `β ^ 2` times the
number of neighbours. -/
theorem huckel_localVariance (G : SimpleGraph n) [DecidableRel G.Adj] (α β : ℝ)
    (h : IsEigenbasis ((α : ℂ) • (1 : Matrix n n ℂ) + (β : ℂ) • G.adjMatrix ℂ) U E) (i : n) :
    localVariance U E i = β ^ 2 * G.degree i := by
  rw [(local_weights_mean_variance h i).2.2]
  have hterm : ∀ j ∈ Finset.univ.erase i,
      ‖((α : ℂ) • (1 : Matrix n n ℂ) + (β : ℂ) • G.adjMatrix ℂ) i j‖ ^ 2
        = if G.Adj i j then β ^ 2 else 0 := by
    intro j hj
    have hij : i ≠ j := (Finset.ne_of_mem_erase hj).symm
    by_cases ha : G.Adj i j <;> simp [Matrix.one_apply_ne hij, SimpleGraph.adjMatrix_apply, ha]
  rw [Finset.sum_congr rfl hterm, Finset.sum_erase _ (by simp), ← Finset.sum_filter,
    Finset.sum_const, ← SimpleGraph.neighborFinset_eq_filter,
    SimpleGraph.card_neighborFinset_eq_degree, nsmul_eq_mul, mul_comm]
```

For two sites, the vectors \((1,1)/\sqrt2\) and \((1,-1)/\sqrt2\) have energies \(\alpha+\beta\) and \(\alpha-\beta\). Each weight is \(1/2\), so the mean is \(\alpha\) and the variance is \(\tfrac12\beta^2+\tfrac12\beta^2=\beta^2\), as expected for one neighbour. The code checks the eigenbasis itself: it replaces \(1/\sqrt2\) by a number \(c\) with \(c^2=1/2\), then verifies unitarity and the eigenvalue equations entry by entry.

```lean
/-- The two-site molecule with site energy `α` and coupling `β` has the even and odd
combinations of its sites as eigenbasis, with energies `α + β` and `α - β`. -/
theorem isEigenbasis_witness (α β : ℝ) :
    IsEigenbasis !![(α : ℂ), (β : ℂ); (β : ℂ), (α : ℂ)]
      !![(((Real.sqrt 2)⁻¹ : ℝ) : ℂ), (((Real.sqrt 2)⁻¹ : ℝ) : ℂ);
         (((Real.sqrt 2)⁻¹ : ℝ) : ℂ), -(((Real.sqrt 2)⁻¹ : ℝ) : ℂ)]
      ![α + β, α - β] := by
  have hs : (((Real.sqrt 2)⁻¹ : ℝ) : ℂ) * (((Real.sqrt 2)⁻¹ : ℝ) : ℂ) = 1 / 2 := by
    rw [← Complex.ofReal_mul, ← mul_inv, Real.mul_self_sqrt (by norm_num)]
    norm_num
  generalize (Real.sqrt 2)⁻¹ = c at hs ⊢
  constructor
  · rw [Matrix.mem_unitaryGroup_iff]
    ext i j
    fin_cases i <;> fin_cases j <;>
      simp [Matrix.mul_apply, Fin.sum_univ_succ, Matrix.star_apply] <;>
      linear_combination 2 * hs
  · intro k
    funext i
    fin_cases k <;> fin_cases i <;>
      simp [Matrix.mulVec, dotProduct, Fin.sum_univ_succ] <;> ring

end

end LocalSpectralMoments
```

```lean
#print axioms LocalSpectralMoments.local_weights_mean_variance
#print axioms LocalSpectralMoments.localVariance_eq_zero_iff
#print axioms LocalSpectralMoments.exists_level_near_site_energy
#print axioms LocalSpectralMoments.huckel_localVariance
```

```
'LocalSpectralMoments.local_weights_mean_variance' depends on axioms: [propext, Classical.choice, Quot.sound]
'LocalSpectralMoments.localVariance_eq_zero_iff' depends on axioms: [propext, Classical.choice, Quot.sound]
'LocalSpectralMoments.exists_level_near_site_energy' depends on axioms: [propext, Classical.choice, Quot.sound]
'LocalSpectralMoments.huckel_localVariance' depends on axioms: [propext, Classical.choice, Quot.sound]
```
